# Richardson extrapolation from P and 2P beads has absolute error 5C/(12P⁴) for model energies whose remainder ±C/P⁴ flips sign on doubling

The theorem concerns model energies for P beads, given by E + a/P² plus a remainder of size C/P⁴, with C ≥ 0, whose sign flips whenever P is doubled. These energies are defined by a formula, not derived from a Hamiltonian or a path integral. The theorem states that they satisfy the Trotter expansion with remainder bound C/P⁴, and that combining the energies at P and 2P as (4E_{2P} − E_P)/3 gives a value whose distance from E is exactly 5C/(12P⁴), for every P ≥ 1. For this second part, the attempt shows that doubling P raises the exponent of −1 by one, writes the extrapolation error as a sign times 5C/(12P⁴), and then takes absolute values.

Lean 4 with Mathlib refuses this proof:

```lean
import Mathlib

namespace PathIntegralRichardson

noncomputable section

/-- The energies `En P` computed with `P` beads equal `E + a / P ^ 2` up to a remainder of
at most `C / P ^ 4`. -/
def TrotterExpansion (En : ℕ → ℝ) (E a C : ℝ) : Prop :=
  ∀ P : ℕ, 1 ≤ P → |En P - E - a / (P : ℝ) ^ 2| ≤ C / (P : ℝ) ^ 4

/-- Model energies whose remainder `± C / P ^ 4` changes sign each time `P` is doubled. -/
def alternatingEnergy (E a C : ℝ) (P : ℕ) : ℝ :=
  E + a / (P : ℝ) ^ 2 + (-1) ^ padicValNat 2 P * (C / (P : ℝ) ^ 4)

/-- For `C ≥ 0`, the alternating model energies satisfy the Trotter expansion, and the absolute
value of their extrapolation error equals `5 C / (12 P⁴)` for every `P ≥ 1`. -/
theorem richardson_doubling_sharp (E a : ℝ) {C : ℝ} (hC : 0 ≤ C) :
    TrotterExpansion (alternatingEnergy E a C) E a C ∧
    ∀ P : ℕ, 1 ≤ P →
      |(4 * alternatingEnergy E a C (2 * P) - alternatingEnergy E a C P) / 3 - E|
        = 5 * C / (12 * (P : ℝ) ^ 4) := by
  have habs : ∀ (n : ℕ) (x : ℝ), 0 ≤ x → |(-1) ^ n * x| = x := by
    intro n x hx
    rw [abs_mul, abs_pow, abs_neg, abs_one, one_pow, one_mul, abs_of_nonneg hx]
  constructor
  · intro P _
    have e : alternatingEnergy E a C P - E - a / (P : ℝ) ^ 2
        = (-1) ^ padicValNat 2 P * (C / (P : ℝ) ^ 4) := by
      unfold alternatingEnergy
      ring
    rw [e, habs _ _ (by positivity)]
  · intro P hP
    -- doubling `P` raises the power of two by one and flips the sign
    have hv : padicValNat 2 (2 * P) = padicValNat 2 P + 1 := by
      rw [padicValNat.mul (by norm_num) (by omega), padicValNat.self (by norm_num), add_comm]
    have e : (4 * alternatingEnergy E a C (2 * P) - alternatingEnergy E a C P) / 3 - E
        = (-1) ^ (padicValNat 2 P + 1) * (5 * C / (12 * (P : ℝ) ^ 4)) := by
      unfold alternatingEnergy
      rw [hv, pow_succ]
      generalize (-1 : ℝ) ^ padicValNat 2 P = s
      push_cast
      ring
    rw [e, habs _ _ (by positivity)]

end

end PathIntegralRichardson
```

Lean reports:

```
Try this:
  [apply] ring_nf
  
  The `ring` tactic failed to close the goal. Use `ring_nf` to obtain a normal form.
    
  Note that `ring` works primarily in *commutative* rings. If you have a noncommutative ring, abelian group or module, consider using `noncomm_ring`, `abel` or `module` instead.
Main.lean:38:73: error: unsolved goals
E a C : ℝ
hC : 0 ≤ C
habs : ∀ (n : ℕ) (x : ℝ), 0 ≤ x → |(-1) ^ n * x| = x
P : ℕ
hP : 1 ≤ P
hv : padicValNat 2 (2 * P) = padicValNat 2 P + 1
s : ℝ
⊢ (↑P)⁻¹ ^ 4 * C * s * (-1 / 3) + (↑P)⁻¹ ^ 4 * C * (-1) ^ padicValNat 2 P * (-1 / 12) =
    (↑P)⁻¹ ^ 4 * C * (-1) ^ padicValNat 2 P * (-5 / 12)
```

As a diff, the version that Lean accepts:

```diff
@@ -38,5 +38,5 @@
         = (-1) ^ (padicValNat 2 P + 1) * (5 * C / (12 * (P : ℝ) ^ 4)) := by
       unfold alternatingEnergy
-      rw [hv, pow_succ]
+      rw [hv, pow_succ (-1 : ℝ) (padicValNat 2 P)]
       generalize (-1 : ℝ) ^ padicValNat 2 P = s
       push_cast
```

Diagnosis. The error is an unsolved goal left by `ring`; the "Try this" message reports the same failure. The trouble starts at `rw [hv, pow_succ]`. With no arguments given, `pow_succ` fits any power whose exponent can be read as `n + 1`, and that includes the numeral exponents 2 and 4 in the energies. The rewrite settled on one of those powers and left `(-1) ^ (padicValNat 2 P + 1)` as it was.

`generalize` then replaced `(-1) ^ padicValNat 2 P` by `s` only where it stood by itself, in the energy at `P`. `ring` later split the untouched powers and brought out `(-1) ^ padicValNat 2 P` again, but by then nothing linked it to `s`. The remaining goal contains both, and `ring` cannot know they are equal.

The repair gives `pow_succ` the base `(-1 : ℝ)` and the exponent `padicValNat 2 P`, so it rewrites the intended power on both sides. `generalize` then turns every sign into `s`, and `ring` can close the identity.
